# Independent symmetric bit flips multiply a Z-string expectation by the product of $1-2p_i$

A variational quantum algorithm estimates an energy by measuring qubits many times and averaging products of the outcomes. The detector sometimes reports 1 for a qubit found in 0, or 0 for one found in 1. How far does this shift the averages, and can the correct values be computed from the faulty record?

Here the errors are independent between bits, and each bit is misread with the same probability in both directions. The ideal outcomes may be correlated in any way, as they are for an entangled state. Under these assumptions every average of a product of Z outcomes is multiplied by a factor fixed by the error probabilities. If these probabilities are known, the ideal value is recoverable from the recorded distribution, by one rule for all input distributions, exactly when no bit in the product is misread with probability $1/2$.

## Bits, signs and misreadings

The bits are labelled by the elements $i$ of a finite set, the type `ι` in Lean. No order or geometry is attached to the labels.

```lean
import Mathlib

open Finset

namespace ReadoutBitFlip

noncomputable section

variable {ι : Type*} [Fintype ι] [DecidableEq ι]
```

A bit is a Boolean, with `false` for 0 and `true` for 1. Its sign is the eigenvalue of Pauli Z,
$$s(0)=+1,\qquad s(1)=-1 .$$
The Lean name `spin` means this sign, without the factor $\hbar/2$ of a spin component.

```lean
/-- The eigenvalue of Pauli Z on a measured bit: `+1` for bit 0 (`false`), `-1` for bit 1
(`true`). -/
def spin (b : Bool) : ℝ := if b then -1 else 1
```

For a set $S$ of bits, the Z string takes on the bit string $x$ the value
$$Z_S(x)=\prod_{i\in S}s(x_i).$$
The number of elements $|S|$ is the weight of the string. For empty $S$ the value is 1.

```lean
/-- The value of the Z string on the set `S` for the bit string `x`. -/
def zString (S : Finset ι) (x : ι → Bool) : ℝ := ∏ i ∈ S, spin (x i)
```

Let $p_i$ be the probability that the detector misreads bit $i$. A bit with ideal value $a$ is then read as $b$ with probability
$$t_i(a,b)=\begin{cases}1-p_i & a=b,\\ p_i & a\neq b.\end{cases}$$
The single number $p_i$ serves both directions, so a device on which 1 decays to 0 during the measurement more often than the reverse is described only approximately.

```lean
/-- The probability that a bit with value `a` is read as `b` when it flips with
probability `q`. -/
def bitFlip (q : ℝ) (a b : Bool) : ℝ := if a = b then 1 - q else q
```

Independence of the errors means that the probability of reading the whole string $x$ as $y$ is a product:
$$T(x,y)=\prod_i t_i(x_i,y_i).$$

```lean
/-- The probability that the string `x` is read as `y` when the bits flip independently,
bit `i` with probability `p i`. -/
def transition (p : ι → ℝ) (x y : ι → Bool) : ℝ := ∏ i, bitFlip (p i) (x i) (y i)
```

If the ideal strings have distribution $P$, the recorded strings have distribution
$$Q(y)=\sum_x P(x)\,T(x,y).$$

```lean
/-- The distribution of the noisy readout when the ideal bits are distributed as `P`. -/
def readout (p : ι → ℝ) (P : (ι → Bool) → ℝ) (y : ι → Bool) : ℝ :=
  ∑ x, P x * transition p x y
```

The expectation of the Z string in a distribution $P$ is
$$\langle Z_S\rangle_P=\sum_x P(x)\,Z_S(x).$$

```lean
/-- The expectation of the Z string on `S` in the distribution `P`. -/
def expectZ (S : Finset ι) (P : (ι → Bool) → ℝ) : ℝ := ∑ x, P x * zString S x
```

A probability distribution is a non-negative function on bit strings with sum 1. Nothing else is required of it, so all correlations are allowed.

```lean
/-- A joint probability distribution of the bits, with arbitrary correlations. -/
structure IsDistribution (P : (ι → Bool) → ℝ) : Prop where
  nonneg : ∀ x, 0 ≤ P x
  total : ∑ x, P x = 1
```

The code contains no quantum state. The step from the model to an experiment is to identify $P(x)$ with the Born probability of outcome $x$ for the prepared state. A Pauli string with X or Y factors enters in the same way, after the basis rotations that turn it into a Z string.

One special distribution is needed later: the one that gives a definite string $a$ with certainty. Lean calls it `sharp a`.

```lean
/-- The distribution in which the bit string is `a` with certainty. -/
def sharp (a : ι → Bool) (x : ι → Bool) : ℝ := if x = a then 1 else 0
```

## One definite string: the average factorises

Fix the ideal string $x$ and average the recorded Z string over the errors. Write $g_i(b)=s(b)$ if $i\in S$ and $g_i(b)=1$ otherwise, so that $Z_S(y)=\prod_i g_i(y_i)$ runs over all bits. Each $y_i$ is summed independently, and the distributive law gives
$$\sum_y T(x,y)Z_S(y)=\sum_y\prod_i t_i(x_i,y_i)g_i(y_i)=\prod_i\sum_b t_i(x_i,b)g_i(b).$$
For a bit in $S$, the flipped value carries the opposite sign, so
$$\sum_b t_i(x_i,b)s(b)=(1-p_i)s(x_i)-p_i\,s(x_i)=(1-2p_i)s(x_i).$$
For a bit outside $S$ the sum is $(1-p_i)+p_i=1$. Hence
$$\sum_y T(x,y)Z_S(y)=\Big[\prod_{i\in S}(1-2p_i)\Big]Z_S(x).$$

```lean
/-- For a fixed ideal string `x`, the mean of the noisy Z string is its ideal value times
the product of `1 - 2 p i` over `S`. -/
theorem sum_transition_zString (p : ι → ℝ) (S : Finset ι) (x : ι → Bool) :
    ∑ y, transition p x y * zString S y = (∏ i ∈ S, (1 - 2 * p i)) * zString S x := by
  have hS : ∀ f : ι → ℝ, ∏ i ∈ S, f i = ∏ i, if i ∈ S then f i else 1 := by
    intro f
    simp [Finset.prod_ite_mem]
  -- the average over a single bit
  have hbit : ∀ i, ∑ b : Bool, bitFlip (p i) (x i) b * (if i ∈ S then spin b else 1)
      = if i ∈ S then (1 - 2 * p i) * spin (x i) else 1 := by
    intro i
    by_cases h : i ∈ S <;> cases hx : x i <;> simp [h, bitFlip, spin] <;> ring
  -- independence turns the sum over strings into a product of sums over bits
  calc ∑ y, transition p x y * zString S y
      = ∑ y : ι → Bool, ∏ i,
          (bitFlip (p i) (x i) (y i) * (if i ∈ S then spin (y i) else 1)) := by
        refine Finset.sum_congr rfl fun y _ => ?_
        rw [transition, zString, hS, Finset.prod_mul_distrib]
    _ = ∏ i, ∑ b : Bool, bitFlip (p i) (x i) b * (if i ∈ S then spin b else 1) := by
        rw [Finset.prod_univ_sum, Fintype.piFinset_univ]
    _ = ∏ i, (if i ∈ S then (1 - 2 * p i) * spin (x i) else 1) :=
        Finset.prod_congr rfl fun i _ => hbit i
    _ = (∏ i ∈ S, (1 - 2 * p i)) * zString S x := by
        rw [← hS, Finset.prod_mul_distrib, zString]
```

In the proof, `hS` extends a product over $S$ to all bits by inserting ones, and `hbit` is the one-bit sum, checked for both values of the bit and for bits inside and outside $S$. The interchange of sum and product is `Finset.prod_univ_sum`.

## Any joint distribution: the damping law

Now average over the ideal strings. Exchanging the two finite sums gives
$$\langle Z_S\rangle_Q=\sum_x P(x)\sum_y T(x,y)Z_S(y)=\Big[\prod_{i\in S}(1-2p_i)\Big]\langle Z_S\rangle_P .$$
The factor doesn't depend on $x$, so it leaves the sum whatever the correlations in $P$.

```lean
/-- Independent bit flips multiply the expectation of the Z string on `S` by the product of
`1 - 2 p i` over `S`, whatever the joint distribution of the bits. -/
theorem expectZ_readout (p : ι → ℝ) (S : Finset ι) (P : (ι → Bool) → ℝ) :
    expectZ S (readout p P) = (∏ i ∈ S, (1 - 2 * p i)) * expectZ S P := by
  simp only [expectZ, readout, Finset.sum_mul]
  rw [Finset.sum_comm, Finset.mul_sum]
  refine Finset.sum_congr rfl fun x _ => ?_
  rw [mul_left_comm, ← sum_transition_zString, Finset.mul_sum]
  exact Finset.sum_congr rfl fun y _ => mul_assoc _ _ _
```

The exchange is `Finset.sum_comm`, after which the previous result is applied for each $x$. The theorem is an algebraic identity for all real $p_i$ and every real function $P$; the physical case has $0\le p_i\le 1$ and $P$ a probability distribution. There each factor lies between $-1$ and $1$, and a bit with $p_i>1/2$ reverses the sign.

In the physical case $Q$ is again a probability distribution. It is non-negative because every term $P(x)T(x,y)$ is. Its sum is 1 by the damping law for the empty string, where the factor is an empty product:
$$\sum_y Q(y)=\langle Z_\emptyset\rangle_Q=\langle Z_\emptyset\rangle_P=\sum_x P(x)=1 .$$

```lean
/-- If all flip probabilities lie between 0 and 1, the noisy readout of a probability
distribution is again a probability distribution. -/
theorem readout_isDistribution {p : ι → ℝ} (h0 : ∀ i, 0 ≤ p i) (h1 : ∀ i, p i ≤ 1)
    {P : (ι → Bool) → ℝ} (hP : IsDistribution P) : IsDistribution (readout p P) where
  nonneg y := by
    unfold readout transition
    refine Finset.sum_nonneg fun x _ =>
      mul_nonneg (hP.nonneg x) (Finset.prod_nonneg fun i _ => ?_)
    unfold bitFlip
    split_ifs <;> linarith [h0 i, h1 i]
  total := by
    -- normalisation is the damping law for the empty Z string
    have h := expectZ_readout p ∅ P
    simpa [expectZ, zString, hP.total] using h
```

### Two correlated bits in numbers

Take bits 1 and 2 with $P(00)=P(11)=1/2$, the outcome statistics of a Bell state, and let $p_1=0.1$, $p_2=0.2$. Then
$$Q(00)=Q(11)=\tfrac12(0.9\cdot0.8+0.1\cdot0.2)=0.37,$$
$$Q(01)=Q(10)=\tfrac12(0.9\cdot0.2+0.1\cdot0.8)=0.13 .$$
The recorded correlation is $0.74-0.26=0.48$, which equals $(1-0.2)(1-0.4)$ times the ideal value 1. Dividing by $0.48$ restores it. If instead $p_2=1/2$, all four recorded probabilities are $1/4$ and the correlation has vanished from the record.

## Recovery by division

If $p_i\neq1/2$ for every $i\in S$, no factor $1-2p_i$ is zero, and
$$\langle Z_S\rangle_P=\frac{\langle Z_S\rangle_Q}{\prod_{i\in S}(1-2p_i)} .$$
Bits outside $S$ may have any flip probability.

```lean
/-- If no bit of `S` flips with probability one half, the ideal expectation of the Z string
is the noisy one divided by the product of `1 - 2 p i` over `S`. -/
theorem expectZ_eq_div {p : ι → ℝ} {S : Finset ι} (h : ∀ i ∈ S, p i ≠ 1 / 2)
    (P : (ι → Bool) → ℝ) :
    expectZ S P = expectZ S (readout p P) / ∏ i ∈ S, (1 - 2 * p i) := by
  have hne : ∏ i ∈ S, (1 - 2 * p i) ≠ 0 :=
    Finset.prod_ne_zero_iff.mpr fun i hi h0 => h i hi (by linarith)
  rw [expectZ_readout, mul_div_cancel_left₀ _ hne]
```

The Lean proof first shows that the product is non-zero, then substitutes the damping law and cancels. The formula takes the $p_i$ as known and $\langle Z_S\rangle_Q$ as exact. In an experiment with finitely many shots, the division also multiplies the statistical error of the estimate by $1/\prod_{i\in S}|1-2p_i|$, which is greater than 1 unless every $p_i$ with $i\in S$ is 0 or 1.

## A coin-toss bit erases its value

At $p_j=1/2$ the detector's report on bit $j$ is a coin toss. The noisy expectation of any Z string containing $j$ is then zero, but the rest of the recorded distribution might still seem to hold a clue. Without prior knowledge of the ideal distribution, it doesn't. For a definite string $a$ the recorded distribution is $Q(y)=T(a,y)$. Let $a'$ agree with $a$ except possibly at $j$. The factors of $T(a,y)$ and $T(a',y)$ for $i\neq j$ are equal, and the factor for $j$ is $1/2$ in both. So
$$T(a,y)=T(a',y)\quad\text{for all }y .$$

```lean
/-- If bit `j` flips with probability one half, changing its value in a definite bit string
leaves the whole readout distribution unchanged. -/
theorem readout_sharp_update {p : ι → ℝ} {j : ι} (hj : p j = 1 / 2) (a : ι → Bool)
    (b : Bool) : readout p (sharp a) = readout p (sharp (Function.update a j b)) := by
  have hb : ∀ u v, bitFlip (1 / 2) u v = 1 / 2 := by
    intro u v
    unfold bitFlip
    split_ifs <;> norm_num
  have ht : ∀ c y, readout p (sharp c) y = transition p c y := by
    intro c y
    simp [readout, sharp]
  funext y
  rw [ht, ht]
  unfold transition
  refine Finset.prod_congr rfl fun i _ => ?_
  by_cases h : i = j
  · rw [h, hj, hb, hb]
  · rw [Function.update_of_ne h]
```

The string $a'$ is `Function.update a j b`, which sets bit $j$ of $a$ to $b$. In the proof, `hb` says that every one-bit probability is $1/2$ when the flip probability is, and `ht` evaluates the readout of a definite string. The products are then compared bit by bit.

## When one rule works for every input

Recoverability means that there is a rule $R$ which takes the whole recorded distribution and returns the ideal expectation, for every probability distribution $P$:
$$R(Q)=\langle Z_S\rangle_P .$$
The rule may depend on the flip probabilities and on $S$, but not on $P$. It needn't be linear, continuous or computable.

Suppose such a rule exists although $p_j=1/2$ for some $j\in S$. Take the string of all zeros and the string with a single 1 at $j$. Their Z strings are $+1$ and $-1$, yet they produce the same $Q$. The rule would have to return both values from one input, which is impossible. Conversely, if no $p_i$ with $i\in S$ is $1/2$, the division formula is such a rule.

```lean
/-- The ideal expectation of the Z string on `S` can be computed from the noisy readout
distribution, by one rule valid for all input distributions, if and only if no bit of `S`
flips with probability one half. -/
theorem recoverable_iff (p : ι → ℝ) (S : Finset ι) :
    (∃ R : ((ι → Bool) → ℝ) → ℝ, ∀ P, IsDistribution P → R (readout p P) = expectZ S P)
      ↔ ∀ i ∈ S, p i ≠ 1 / 2 := by
  constructor
  · rintro ⟨R, hR⟩ j hj hpj
    have hd : ∀ a : ι → Bool, IsDistribution (sharp a) := fun a =>
      { nonneg := fun x => by
          unfold sharp
          split_ifs <;> norm_num
        total := by simp [sharp] }
    have he : ∀ a : ι → Bool, expectZ S (sharp a) = zString S a := by
      intro a
      simp [expectZ, sharp]
    -- two strings that differ only at `j` have opposite Z strings
    have hz0 : zString S (fun _ => false) = 1 := by simp [zString, spin]
    have hz1 : zString S (Function.update (fun _ => false) j true) = -1 := by
      unfold zString
      rw [Finset.prod_eq_single j]
      · simp [spin]
      · intro i _ hij
        rw [Function.update_of_ne hij]
        simp [spin]
      · intro h
        exact absurd hj h
    -- yet their readout distributions coincide
    have h1 := hR _ (hd fun _ => false)
    have h2 := hR _ (hd (Function.update (fun _ => false) j true))
    rw [readout_sharp_update hpj (fun _ => false) true, he, hz0] at h1
    rw [he, hz1] at h2
    linarith
  · intro h
    exact ⟨fun Q => expectZ S Q / ∏ i ∈ S, (1 - 2 * p i),
      fun P _ => (expectZ_eq_div h P).symm⟩
```

In the first direction, `hd` confirms that definite strings are probability distributions, `he` evaluates their expectations, and `hz0` and `hz1` give the two opposite signs. The equality of the readouts turns `h1` and `h2` into contradictory equations, which `linarith` detects. The second direction supplies the rule explicitly.

The two directions differ in what they use. Recovery needs only the noisy expectation of the same Z string, while the impossibility holds even for someone who knows the entire recorded distribution.

## Equal flip probabilities: exponential damping

Let all bits have the same flip probability $q$ with $0<q<1/2$. Define the damping rate
$$\gamma=-\log(1-2q),$$
with the natural logarithm. It is a rate per bit of the string, not per unit of time.

```lean
/-- The damping rate per bit of a Z string, for a flip probability `q < 1/2`. -/
def dampingRate (q : ℝ) : ℝ := -Real.log (1 - 2 * q)
```

Since $0<1-2q<1$, the logarithm is negative and $\gamma>0$. The product in the damping law has $|S|$ equal factors, so
$$\langle Z_S\rangle_Q=(1-2q)^{|S|}\langle Z_S\rangle_P=e^{-\gamma|S|}\,\langle Z_S\rangle_P .$$

```lean
/-- For a uniform flip probability strictly between 0 and 1/2, the expectation of a Z string
is damped exponentially in its weight, with a positive rate per bit. -/
theorem uniform_damping {q : ℝ} (h0 : 0 < q) (h1 : q < 1 / 2) :
    0 < dampingRate q ∧ ∀ (S : Finset ι) (P : (ι → Bool) → ℝ),
      expectZ S (readout (fun _ => q) P)
        = Real.exp (-(dampingRate q * (S.card : ℝ))) * expectZ S P := by
  have hpos : 0 < 1 - 2 * q := by linarith
  refine ⟨neg_pos.mpr (Real.log_neg hpos (by linarith)), fun S P => ?_⟩
  have hexp : Real.exp (-(dampingRate q * (S.card : ℝ))) = (1 - 2 * q) ^ S.card := by
    rw [dampingRate, show -(-Real.log (1 - 2 * q) * (S.card : ℝ))
      = (S.card : ℝ) * Real.log (1 - 2 * q) by ring, Real.exp_nat_mul, Real.exp_log hpos]
  rw [expectZ_readout, Finset.prod_const, hexp]

end

end ReadoutBitFlip
```

The first part of the statement is $\gamma>0$. The second is the exponential law, an equality at every weight, with one $\gamma$ for all sets $S$ and all $P$. In the proof, `hexp` converts the exponential into the power $(1-2q)^{|S|}$, and `Finset.prod_const` does the same for the product of equal factors.

For $q=0.02$ a string of weight 10 keeps the fraction $0.96^{10}\approx0.66$ of its ideal expectation. This bears on electronic-structure calculations on quantum computers: the Jordan–Wigner mapping turns hopping between orbitals that are far apart in the chosen ordering into Pauli strings of high weight. If the strings are measured qubit by qubit, with independent, symmetric readout errors of the same probability $q$ on every qubit, a string of higher weight keeps a smaller fraction of its ideal expectation.

```lean
#print axioms ReadoutBitFlip.expectZ_readout
#print axioms ReadoutBitFlip.readout_isDistribution
#print axioms ReadoutBitFlip.recoverable_iff
#print axioms ReadoutBitFlip.uniform_damping
```

```
'ReadoutBitFlip.expectZ_readout' depends on axioms: [propext, Classical.choice, Quot.sound]
'ReadoutBitFlip.readout_isDistribution' depends on axioms: [propext, Classical.choice, Quot.sound]
'ReadoutBitFlip.recoverable_iff' depends on axioms: [propext, Classical.choice, Quot.sound]
'ReadoutBitFlip.uniform_damping' depends on axioms: [propext, Classical.choice, Quot.sound]
```
